# The $n^{11}$ law for a single-channel $C_6$ with $C_3\propto n^4$, and its failure at $d_S-d_P=1/2$

A code that computes a van der Waals coefficient at one principal quantum number and multiplies it by a ratio of eleventh powers to reach another can return the wrong magnitude, and even the wrong sign. One source of the error is the energy denominator, which is a difference of nearly equal pair energies. For the channel treated here, its leading term is small when the S quantum defect exceeds the P quantum defect by nearly $1/2$, and it vanishes when the excess is exactly $1/2$. The limits below give the coefficient of the $n^{11}$ law for one channel with fixed quantum defects and $C_3$ growing as $n^4$, and they identify the case in which the power changes to $n^{12}$.

## Limits of the pair defect and of $C_6$

Take two atoms in the state $ns$, coupled by the dipole-dipole interaction to the pair state $np+(n-1)p$. In atomic units, a level with principal quantum number $n$ and quantum defect $d$ has energy

$$E(n,d)=-\frac{1}{2(n-d)^2}.$$

Write $d_S$ and $d_P$ for the defects of the two series. The Förster defect is the final pair energy minus the initial one:

$$D_n=E(n,d_P)+E(n-1,d_P)-2E(n,d_S).$$

If the coupling at distance $R$ is $C_3(n)/R^3$, second-order perturbation theory gives the initial state the shift $-C_6(n)/R^6$, with $C_6(n)=C_3(n)^2/D_n$. A positive $D_n$ therefore means attraction when $C_3(n)\neq0$.

For all fixed real $d_S$ and $d_P$,

$$n^3D_n\to 2d_S-2d_P-1 .$$

If this limit is nonzero and $C_3(n)/n^4\to c$, then

$$\frac{C_6(n)}{n^{11}}\to\frac{c^2}{2d_S-2d_P-1}.$$

If instead $2d_S-2d_P=1$, then $n^4D_n\to-3/4$, and the same assumption on $C_3$ gives $C_6(n)/n^{12}\to-4c^2/3$. Finally, $D_n$ is positive for all sufficiently large $n$ exactly when $d_S-d_P>1/2$.

The assumption on $C_3$ stands for the growth of the transition dipoles. Each dipole matrix element between neighbouring Rydberg levels grows as $n^2$, and $C_3$ contains a product of two. The constant $c$ collects the angular factors and the limits of the radial integrals, each divided by $n^2$.

## Extrapolating tables of $C_6$

A simulation of interacting Rydberg atoms can use the $n^{11}$ law to extrapolate a tabulated $C_6$ in $n$. The limits here justify that power for a single-channel model with constant defects, $C_3(n)/n^4\to c\neq0$ and $d_S-d_P\neq1/2$. They also provide a check on a table computed in that model: $C_6(n)/n^{11}$ should level off at the stated constant.

When $d_S-d_P$ is close to $1/2$, the levelling off can be slow. It is safer to rescale only $C_3$ and to evaluate $D_n$ from its formula at each $n$, which costs three level energies.

## From level splittings to the power of $n$

First compare two series with defects $a$ and $b$ at the same $n$. With $A=n-a$ and $B=n-b$, we have $A-B=b-a$, and so

$$E(n,a)-E(n,b)=\frac{A^2-B^2}{2A^2B^2}
=\frac{b-a}{2}\left(\frac{1}{AB^2}+\frac{1}{A^2B}\right).$$

Multiplication by $n^3$ gives

$$n^3\bigl[E(n,a)-E(n,b)\bigr]=\frac{b-a}{2}\left[\frac nA\left(\frac nB\right)^2+\left(\frac nA\right)^2\frac nB\right].$$

Since $n/(n-a)=1+a/(n-a)\to1$, and likewise for $b$, the bracket tends to $2$ and the whole expression to $b-a$.

Next, $(n-1)-d_P=n-(d_P+1)$, so lowering $n$ by one is the same as raising the defect by one: $E(n-1,d_P)=E(n,d_P+1)$. The Förster defect is then a sum of two splittings,

$$D_n=\bigl[E(n,d_P)-E(n,d_S)\bigr]+\bigl[E(n,d_P+1)-E(n,d_S)\bigr],$$

and $n^3D_n$ tends to $(d_S-d_P)+(d_S-d_P-1)=2d_S-2d_P-1$.

For the van der Waals coefficient, divide the powers between numerator and denominator:

$$\frac{C_6(n)}{n^{11}}=\frac{\bigl(C_3(n)/n^4\bigr)^2}{n^3D_n}.$$

The numerator tends to $c^2$, and the denominator tends to a nonzero number by assumption, so the quotient of the limits is the limit of the quotient.

At the cancellation, $d_S=d_P+1/2$. Set $w=n-d_S$, $u=n-d_P=w+1/2$ and $v=n-d_P-1=w-1/2$. The three effective quantum numbers are equally spaced, and

$$D_n=\frac1{w^2}-\frac1{2u^2}-\frac1{2v^2}
=\frac{u^2v^2-\tfrac12w^2(u^2+v^2)}{u^2v^2w^2}.$$

Here $u^2v^2=(w^2-\tfrac14)^2=w^4-\tfrac12w^2+\tfrac1{16}$ and $u^2+v^2=2w^2+\tfrac12$. The terms in $w^4$ cancel, the numerator becomes $-\tfrac34w^2+\tfrac1{16}$, and

$$n^4D_n=-\frac34\,\frac{n^4}{u^2v^2}+\frac1{16}\,\frac{n^4}{u^2v^2w^2}\to-\frac34 .$$

Dividing $(C_3(n)/n^4)^2$ by $n^4D_n$ gives $C_6(n)/n^{12}\to c^2/(-3/4)=-4c^2/3$.

The sign criterion follows. If $d_S-d_P>1/2$, the limit of $n^3D_n$ is positive, so $D_n>0$ for large $n$. If $d_S-d_P<1/2$, that limit is negative, and at equality the limit of $n^4D_n$ is negative. In both of these cases $D_n<0$ for large $n$.

## A change of sign at $d_P=0$, $d_S=0.6$

Take these model defects and $C_3(n)=n^4$, so that $c=1$. The limit of $n^3D_n$ is $1.2-1=0.2$, and $C_6(n)/n^{11}$ tends to $5$. At $n=3$,

$$D_3=\frac1{2.4^2}-\frac1{2\cdot3^2}-\frac1{2\cdot2^2}=\frac{25-8-18}{144}=-\frac1{144}.$$

Hence $n^3D_n=-27/144=-0.1875$ and $C_6/n^{11}\approx-5.33$. The same formula gives:

| $n$ | $n^3D_n$ | $C_6/n^{11}$ |
|---|---|---|
| 3 | $-0.1875$ | $-5.33$ |
| 11 | $0.151$ | $6.63$ |
| 101 | $0.196$ | $5.11$ |

Rescaling from $n=3$ predicts repulsion where the model has attraction. Rescaling from $n=11$ to $n=101$ has the right sign but overestimates $C_6$ by about 30 per cent.

## Definitions, limits and proofs in Lean

```lean
import Mathlib

open Filter Topology

namespace ForsterDefectScaling

noncomputable section

/-- Rydberg level energy in atomic units for principal quantum number `n` and quantum
defect `d`, defined for `n ≠ d`. -/
def rydbergEnergy (n d : ℝ) : ℝ := -1 / (2 * (n - d) ^ 2)

/-- Förster defect of the channel `ns + ns → np + (n-1)p`: final minus initial pair energy,
for `n` different from `dS`, `dP` and `dP + 1`. -/
def forsterDefect (dS dP n : ℝ) : ℝ :=
  rydbergEnergy n dP + rydbergEnergy (n - 1) dP - 2 * rydbergEnergy n dS

/-- Van der Waals coefficient `C3² / D` of a single channel, in the convention where the
pair energy shift is `-C6 / R⁶`; defined where the Förster defect is nonzero. -/
def vdwC6 (C3 : ℕ → ℝ) (dS dP : ℝ) (n : ℕ) : ℝ :=
  C3 n ^ 2 / forsterDefect dS dP n

/-- The distance of `n` from a fixed quantum defect grows without bound. -/
theorem tendsto_effective (a : ℝ) :
    Tendsto (fun n : ℕ => (n : ℝ) - a) atTop atTop := by
  simpa only [sub_eq_add_neg] using
    tendsto_atTop_add_const_right atTop (-a) (tendsto_natCast_atTop_atTop (R := ℝ))

/-- The ratio of the principal to the effective quantum number tends to one. -/
theorem tendsto_ratio (a : ℝ) :
    Tendsto (fun n : ℕ => (n : ℝ) / ((n : ℝ) - a)) atTop (𝓝 1) := by
  have h : Tendsto (fun n : ℕ => 1 + a * ((n : ℝ) - a)⁻¹) atTop (𝓝 (1 + a * 0)) :=
    ((tendsto_inv_atTop_zero.comp (tendsto_effective a)).const_mul a).const_add 1
  rw [mul_zero, add_zero] at h
  refine Tendsto.congr' ?_ h
  filter_upwards [(tendsto_effective a).eventually_ne_atTop 0] with n hn
  field_simp
  ring

/-- Two Rydberg series with quantum defects `a` and `b` are split at equal `n` by
`(b - a) / n³` to leading order. -/
theorem level_splitting (a b : ℝ) :
    Tendsto (fun n : ℕ => (n : ℝ) ^ 3 * (rydbergEnergy n a - rydbergEnergy n b))
      atTop (𝓝 (b - a)) := by
  have h : Tendsto (fun n : ℕ => (b - a) / 2 *
      ((n : ℝ) / ((n : ℝ) - a) * ((n : ℝ) / ((n : ℝ) - b)) ^ 2
        + ((n : ℝ) / ((n : ℝ) - a)) ^ 2 * ((n : ℝ) / ((n : ℝ) - b))))
      atTop (𝓝 ((b - a) / 2 * (1 * 1 ^ 2 + 1 ^ 2 * 1))) :=
    (((tendsto_ratio a).mul ((tendsto_ratio b).pow 2)).add
      (((tendsto_ratio a).pow 2).mul (tendsto_ratio b))).const_mul _
  have hl : (b - a) / 2 * (1 * 1 ^ 2 + 1 ^ 2 * 1) = b - a := by ring
  rw [hl] at h
  refine Tendsto.congr' ?_ h
  -- `n³` times the splitting is an exact polynomial in the two ratios
  filter_upwards [(tendsto_effective a).eventually_ne_atTop 0,
    (tendsto_effective b).eventually_ne_atTop 0] with n ha hb
  unfold rydbergEnergy
  field_simp
  ring

/-- The Förster defect multiplied by `n³` tends to `2 dS - 2 dP - 1`, which may be zero. -/
theorem forsterDefect_scaling (dS dP : ℝ) :
    Tendsto (fun n : ℕ => (n : ℝ) ^ 3 * forsterDefect dS dP n)
      atTop (𝓝 (2 * dS - 2 * dP - 1)) := by
  have h := (level_splitting dP dS).add (level_splitting (dP + 1) dS)
  have hl : dS - dP + (dS - (dP + 1)) = 2 * dS - 2 * dP - 1 := by ring
  rw [hl] at h
  refine Tendsto.congr (fun n => ?_) h
  -- lowering `n` by one is the same as raising the quantum defect by one
  have e : (n : ℝ) - 1 - dP = n - (dP + 1) := by ring
  simp only [forsterDefect, rydbergEnergy, e]
  ring

/-- The `n¹¹` law: if `C3` scales as `c n⁴` and `2 dS - 2 dP - 1` is nonzero, then
`C6 / n¹¹` tends to `c² / (2 dS - 2 dP - 1)`. -/
theorem vdwC6_scaling (C3 : ℕ → ℝ) (c dS dP : ℝ)
    (hC3 : Tendsto (fun n : ℕ => C3 n / (n : ℝ) ^ 4) atTop (𝓝 c))
    (hne : 2 * dS - 2 * dP - 1 ≠ 0) :
    Tendsto (fun n : ℕ => vdwC6 C3 dS dP n / (n : ℝ) ^ 11)
      atTop (𝓝 (c ^ 2 / (2 * dS - 2 * dP - 1))) := by
  refine Tendsto.congr (fun n => ?_) ((hC3.pow 2).div (forsterDefect_scaling dS dP) hne)
  simp only [vdwC6, Pi.div_apply, div_pow, div_div]
  congr 1
  ring

/-- When `2 dS - 2 dP = 1` the `n⁻³` term cancels, and the Förster defect scales as
`-3 / (4 n⁴)`. -/
theorem forsterDefect_scaling_resonant (dS dP : ℝ) (hres : 2 * dS - 2 * dP = 1) :
    Tendsto (fun n : ℕ => (n : ℝ) ^ 4 * forsterDefect dS dP n)
      atTop (𝓝 (-3 / 4)) := by
  -- exact identity for three equally spaced effective quantum numbers
  have key : ∀ N u v w : ℝ, u ≠ 0 → v ≠ 0 → w ≠ 0 → u = w + 1 / 2 → v = w - 1 / 2 →
      -3 / 4 * ((N / u) ^ 2 * (N / v) ^ 2)
        + 1 / 16 * ((N / w) ^ 2 * (N / u) ^ 2 * v⁻¹ ^ 2)
      = N ^ 4 * (-1 / (2 * u ^ 2) + -1 / (2 * v ^ 2) - 2 * (-1 / (2 * w ^ 2))) := by
    intro N u v w hu hv hw huw hvw
    field_simp
    subst huw hvw
    ring
  have hinv : Tendsto (fun n : ℕ => ((n : ℝ) - (dP + 1))⁻¹) atTop (𝓝 0) :=
    tendsto_inv_atTop_zero.comp (tendsto_effective (dP + 1))
  have h : Tendsto (fun n : ℕ =>
      -3 / 4 * (((n : ℝ) / (n - dP)) ^ 2 * ((n : ℝ) / (n - (dP + 1))) ^ 2)
        + 1 / 16 * (((n : ℝ) / (n - dS)) ^ 2 * ((n : ℝ) / (n - dP)) ^ 2
          * ((n : ℝ) - (dP + 1))⁻¹ ^ 2))
      atTop (𝓝 (-3 / 4 * (1 ^ 2 * 1 ^ 2) + 1 / 16 * (1 ^ 2 * 1 ^ 2 * 0 ^ 2))) :=
    ((((tendsto_ratio dP).pow 2).mul ((tendsto_ratio (dP + 1)).pow 2)).const_mul _).add
      (((((tendsto_ratio dS).pow 2).mul ((tendsto_ratio dP).pow 2)).mul
        (hinv.pow 2)).const_mul _)
  have hl : (-3 / 4 * (1 ^ 2 * 1 ^ 2) + 1 / 16 * (1 ^ 2 * 1 ^ 2 * 0 ^ 2) : ℝ) = -3 / 4 := by
    norm_num
  rw [hl] at h
  refine Tendsto.congr' ?_ h
  filter_upwards [(tendsto_effective dP).eventually_ne_atTop 0,
    (tendsto_effective (dP + 1)).eventually_ne_atTop 0,
    (tendsto_effective dS).eventually_ne_atTop 0] with n hu hv hw
  have e : (n : ℝ) - 1 - dP = n - (dP + 1) := by ring
  simp only [forsterDefect, rydbergEnergy, e]
  exact key n _ _ _ hu hv hw (by linarith) (by linarith)

/-- If `2 dS - 2 dP = 1` and `C3` scales as `c n⁴`, then, in place of the `n¹¹` law, `C6 / n¹²`
tends to `-4 c² / 3`. -/
theorem vdwC6_scaling_resonant (C3 : ℕ → ℝ) (c dS dP : ℝ)
    (hC3 : Tendsto (fun n : ℕ => C3 n / (n : ℝ) ^ 4) atTop (𝓝 c))
    (hres : 2 * dS - 2 * dP = 1) :
    Tendsto (fun n : ℕ => vdwC6 C3 dS dP n / (n : ℝ) ^ 12)
      atTop (𝓝 (-4 * c ^ 2 / 3)) := by
  have h := (hC3.pow 2).div (forsterDefect_scaling_resonant dS dP hres) (by norm_num)
  have hl : c ^ 2 / (-3 / 4) = -4 * c ^ 2 / 3 := by ring
  rw [hl] at h
  refine Tendsto.congr (fun n => ?_) h
  simp only [vdwC6, Pi.div_apply, div_pow, div_div]
  congr 1
  ring

/-- The Förster defect is positive for all sufficiently large `n` exactly when the quantum
defects differ by `dS - dP > 1/2`. -/
theorem forsterDefect_eventually_pos_iff (dS dP : ℝ) :
    (∀ᶠ n : ℕ in atTop, 0 < forsterDefect dS dP n) ↔ 1 / 2 < dS - dP := by
  constructor
  · intro h
    by_contra hc
    rcases lt_or_eq_of_le (not_lt.1 hc) with hlt | heq
    · -- below the threshold the `n⁻³` term is negative
      have hneg := (forsterDefect_scaling dS dP).eventually_lt_const
        (show 2 * dS - 2 * dP - 1 < 0 by linarith)
      obtain ⟨n, h1, h2⟩ := (h.and hneg).exists
      exact absurd h2 (not_lt_of_ge (mul_nonneg (by positivity) h1.le))
    · -- at the threshold the `n⁻⁴` term is negative
      have hneg := (forsterDefect_scaling_resonant dS dP (by linarith)).eventually_lt_const
        (show (-3 / 4 : ℝ) < 0 by norm_num)
      obtain ⟨n, h1, h2⟩ := (h.and hneg).exists
      exact absurd h2 (not_lt_of_ge (mul_nonneg (by positivity) h1.le))
  · intro h
    filter_upwards [(forsterDefect_scaling dS dP).eventually_const_lt
      (show 0 < 2 * dS - 2 * dP - 1 by linarith)] with n hn
    by_contra hD
    have hp : (0 : ℝ) ≤ (n : ℝ) ^ 3 := by positivity
    have := mul_nonneg hp (neg_nonneg.2 (not_lt.1 hD))
    linarith

end

end ForsterDefectScaling
```

```lean
#print axioms ForsterDefectScaling.vdwC6_scaling
#print axioms ForsterDefectScaling.vdwC6_scaling_resonant
#print axioms ForsterDefectScaling.forsterDefect_eventually_pos_iff
```

```
'ForsterDefectScaling.vdwC6_scaling' depends on axioms: [propext, Classical.choice, Quot.sound]
'ForsterDefectScaling.vdwC6_scaling_resonant' depends on axioms: [propext, Classical.choice, Quot.sound]
'ForsterDefectScaling.forsterDefect_eventually_pos_iff' depends on axioms: [propext, Classical.choice, Quot.sound]
```

## What the Lean statements say about the atoms

`rydbergEnergy n d` is $E(n,d)$ as a function of two real numbers, and `forsterDefect dS dP n` is $D_n$ with the sign convention final minus initial. Because the arguments are real, `n - 1` is ordinary subtraction. The limits themselves run over natural numbers: `atTop` means $n\to\infty$, and `𝓝 x` means convergence to $x$. At the few $n$ where a denominator vanishes, Lean assigns the quotient the value zero, which has no effect on a limit.

The coupling `C3` is an arbitrary real sequence. The hypothesis `hC3` states that $C_3(n)/n^4\to c$; this growth is assumed and not derived from wave functions. The value $c=0$ is allowed, in which case `vdwC6_scaling` says only that $C_6$ grows more slowly than $n^{11}$. The hypothesis `hne` excludes the cancellation, and `hres` in the two theorems named `resonant` selects it. The name refers to the vanishing $n^{-3}$ term only: $D_n$ itself is nonzero for all sufficiently large $n$, so this is not an exact Förster resonance. In `forsterDefect_eventually_pos_iff`, the symbol `∀ᶠ n` means "for all sufficiently large $n$".

The quantum defects are constants, so their dependence on energy is left out, as is the fine structure of the P levels. Only one channel enters, whereas a full $C_6$ sums over many pair states. The formula $C_3^2/D_n$ is taken as the definition of `vdwC6`; it describes the interaction only at distances where $|C_3|/R^3$ is small compared with $|D_n|$. The theorems give limits without error bounds, so they do not say how large $n$ must be for a given accuracy. They concern real numbers, and a floating-point evaluation of $D_n$ also suffers from the subtraction of nearly equal energies.

## Exact identities behind each limit

Most of the proofs have the same structure: an expression with a known limit is built from simple ratios, and algebra then shows that it equals the quantity of interest.

`tendsto_effective` states that $n-a\to\infty$. `tendsto_ratio` uses it to obtain $n/(n-a)\to1$ from the decomposition $1+a/(n-a)$. In `level_splitting`, the hypothesis `h` is the limit of the polynomial in $n/A$ and $n/B$ derived above. `Tendsto.congr'` transfers that limit to the energy difference, since the two expressions agree once $n-a$ and $n-b$ are nonzero; `field_simp` and `ring` verify the equality.

`forsterDefect_scaling` adds `level_splitting dP dS` and `level_splitting (dP + 1) dS`. The equation `e` is the shift of $n$ by one, rewritten as a shift of the defect.

`vdwC6_scaling` squares the limit in `hC3` and divides by the limit of $n^3D_n$. The hypothesis `hne` is used at this division, and the remaining lines collect the powers $n^8$ and $n^3$ into $n^{11}$.

In `forsterDefect_scaling_resonant`, the statement `key` is the identity for three equally spaced effective quantum numbers, with `N` in the role of $n$ and `u`, `v`, `w` as in the derivation. The first term tends to $-3/4$, and the second vanishes because it contains the square of $1/v$. `vdwC6_scaling_resonant` then repeats the division with $n^4D_n$ in the denominator.

The sign criterion is proved in two directions. If $d_S-d_P>1/2$, then $n^3D_n$ is eventually positive, and so is $D_n$. For the converse, the proof supposes $d_S-d_P\le1/2$ and separates strict inequality from equality. In each case the relevant limit is negative, so some $n$ has both $D_n>0$ and a negative multiple $n^3D_n$ or $n^4D_n$, which is a contradiction.
